# Coordinate scaling changes the Shannon entropy of a density on the line by $-N\log l$

Tabulate a one-dimensional density in ångströms, then again in nanometres, and its Shannon entropy comes out different although the system is the same. Someone who compares two such numbers without knowing the size of the shift may read a change of units as a change in how localised the particles are. The shift depends only on the scale factor and the total integral of the density, so it can be removed.

## The scaling law and its derivation

Let $n\ge 0$ be a density on the line with $n$ and $n\log n$ integrable. Write
$$N=\int n(x)\,dx,\qquad S[n]=-\int n(x)\log n(x)\,dx,$$
with the natural logarithm and $0\log 0=0$. For $l>0$ put $n_l(x)=l\,n(lx)$. Then
$$S[n_l]=S[n]-N\log l.$$

The derivation is the same in $d$ dimensions, with $n_l(x)=l^d n(lx)$. Where $n(lx)>0$, the logarithm splits as $\log n_l(x)=d\log l+\log n(lx)$. Multiplying by $n_l(x)$ gives
$$n_l(x)\log n_l(x)=l^d\,(n\log n)(lx)+d\log l\; n_l(x).$$
Where $n(lx)=0$, every term is zero and the identity still holds.

For any integrable $f$, the substitution $y=lx$, $dy=l^d\,dx$, gives
$$\int l^d f(lx)\,dx=\int f(y)\,dy,$$
and the scaled function is again integrable. Taking $f=n\log n$ and $f=n$ in turn, the integral of the pointwise identity is
$$\int n_l\log n_l\,dx=\int n\log n\,dy+dN\log l.$$
A change of sign yields $S[n_l]=S[n]-dN\log l$, which is the stated law when $d=1$.

Two consequences follow. The derivative of $S[n_l]$ with respect to $l$ is $-d\,N/l$, where $d$ is the dimension. If $d\ge1$ and $N>0$, the equation $S[n_l]=s$ has exactly one positive solution for each real $s$, namely $l=\exp\big((S[n]-s)/(dN)\big)$.

For a numerical instance, let $n=1$ on $[0,2]$ and zero elsewhere, so that $N=2$ and $S[n]=0$. With $l=2$ the scaled density is $2$ on $[0,1]$, and directly $S[n_2]=-2\log 2\approx-1.386$. The law gives $0-2\log 2$, the same number. For the change of units in the opening, a position $x$ in nanometres is $10x$ in ångströms, and the density per nanometre is ten times the density per ångström. Hence $l=10$, and the entropy falls by $N\log 10$.

In electronic structure, where $n$ may be an electron density and $N$ the electron number, the law isolates the effect of a uniform, one-parameter change of length scale on the entropy; it does not say how a density responds to a change in the Hamiltonian.

## Densities, entropy and scaling in Lean

```lean
import Mathlib

open MeasureTheory Module

namespace EntropyScaling

noncomputable section
```

The total integral and the entropy are defined for real functions on any space that carries a volume measure. `number n` is $N$, which need not be 1, so `n` need not be a probability density.

```lean
/-- The total integral `N` of a function over space. -/
def number {α : Type*} [MeasureSpace α] (n : α → ℝ) : ℝ := ∫ x, n x

/-- The Shannon entropy `S[n]`, minus the integral of `n log n`. -/
def entropy {α : Type*} [MeasureSpace α] (n : α → ℝ) : ℝ :=
  -∫ x, n x * Real.log (n x)
```

Lean assigns the value 0 to the integral of a non-integrable function, so the entropy formula has its intended meaning only under an integrability hypothesis. The next predicate supplies it.

```lean
/-- An admissible density is nonnegative, and both `n` and `n log n` are integrable. -/
structure IsDensity {α : Type*} [MeasureSpace α] (n : α → ℝ) : Prop where
  nonneg : ∀ x, 0 ≤ n x
  integrable : Integrable n
  integrable_log : Integrable (fun x => n x * Real.log (n x))
```

Physically, `integrable` says that the particle number is finite, and `integrable_log` that the entropy is finite. Both are assumed of the density, not derived from a wavefunction or a Hamiltonian. Nonnegativity is required at every point.

Space is a real normed space `E`, and `finrank ℝ E` is its dimension $d$. The definition of `scale` accepts any real `l`; the theorems take `l` positive.

```lean
variable {E : Type*} [NormedAddCommGroup E] [NormedSpace ℝ E]

/-- Coordinate scaling `n_l(x) = l^d n(l x)` in a space of dimension `d`. -/
def scale (l : ℝ) (n : E → ℝ) : E → ℝ :=
  fun x => l ^ finrank ℝ E * n (l • x)
```

## The pointwise identity

The first lemma is the splitting of the logarithm. The proof separates the points where the density vanishes from those where it is positive. At the latter, `Real.log_mul` and `Real.log_pow` produce the term $d\log l$.

```lean
/-- For `l > 0` and `n ≥ 0`, the entropy integrand of the scaled density is the scaled
entropy integrand plus `d log l` times the scaled density. -/
theorem scale_mul_log {l : ℝ} (hl : 0 < l) {n : E → ℝ} (hn : ∀ x, 0 ≤ n x) (x : E) :
    scale l n x * Real.log (scale l n x) =
      scale l (fun y => n y * Real.log (n y)) x
        + (finrank ℝ E * Real.log l) * scale l n x := by
  rcases (hn (l • x)).eq_or_lt with h | h
  · -- where the density vanishes, every term vanishes
    simp [scale, ← h]
  · simp only [scale]
    rw [Real.log_mul (pow_pos hl _).ne' h.ne', Real.log_pow]
    ring
```

## Scaling preserves the integral

From here on `E` is finite-dimensional and its volume is an additive Haar measure, that is, a translation-invariant measure that is finite on bounded sets and positive on nonempty open sets, such as length on the line or ordinary volume in Euclidean space.

The lemma `number_scale` is the substitution $y=lx$, stated for any integrable `f`, whatever its sign. This generality matters because $n\log n$ can be negative. `Measure.integral_comp_smul` supplies the Jacobian $l^{-d}$, which cancels the prefactor $l^d$.

```lean
variable [MeasureSpace E] [BorelSpace E] [FiniteDimensional ℝ E]
  [(volume : Measure E).IsAddHaarMeasure]

/-- For `l > 0`, scaling an integrable function gives an integrable function with the
same total integral. -/
theorem number_scale {l : ℝ} (hl : 0 < l) {f : E → ℝ} (hf : Integrable f) :
    Integrable (scale l f) ∧ number (scale l f) = number f := by
  constructor
  · exact (hf.comp_smul hl.ne').const_mul _
  · -- the Jacobian of `y = l x` cancels the prefactor
    simp only [number, scale]
    rw [integral_const_mul, Measure.integral_comp_smul,
      abs_of_pos (inv_pos.2 (pow_pos hl _)), smul_eq_mul, ← mul_assoc,
      mul_inv_cancel₀ (pow_pos hl _).ne', one_mul]
```

Scaled densities are therefore admissible. Their entropy integrand is, by the pointwise identity, a sum of two integrable functions.

```lean
/-- For `l > 0`, the scaled form of an admissible density is again admissible. -/
theorem isDensity_scale {l : ℝ} (hl : 0 < l) {n : E → ℝ} (hn : IsDensity n) :
    IsDensity (scale l n) where
  nonneg x := mul_nonneg (pow_pos hl _).le (hn.nonneg _)
  integrable := (number_scale hl hn.integrable).1
  integrable_log := by
    rw [funext (scale_mul_log hl hn.nonneg)]
    exact (number_scale hl hn.integrable_log).1.add
      ((number_scale hl hn.integrable).1.const_mul _)
```

## The entropy law in $d$ dimensions and on the line

The intermediate equation `key` is the integrated identity of the derivation. `integral_add` separates the two terms, and the two uses of `number_scale`, `h1` and `h2`, remove the scaling from each.

```lean
/-- Scaling law of the Shannon entropy: for an admissible density in `d` dimensions and
`l > 0`, `S[n_l] = S[n] - d N log l`. -/
theorem entropy_scale {l : ℝ} (hl : 0 < l) {n : E → ℝ} (hn : IsDensity n) :
    entropy (scale l n) = entropy n - finrank ℝ E * number n * Real.log l := by
  have h1 := number_scale hl hn.integrable_log
  have h2 := number_scale hl hn.integrable
  -- integrate the pointwise identity and undo the scaling in each term
  have key : ∫ x, scale l n x * Real.log (scale l n x) =
      number (fun y => n y * Real.log (n y))
        + (finrank ℝ E * Real.log l) * number n := by
    rw [funext (scale_mul_log hl hn.nonneg),
      integral_add h1.1 (h2.1.const_mul _), integral_const_mul, ← h1.2, ← h2.2]
    rfl
  simp only [entropy]
  rw [key]
  simp only [number]
  ring
```

The line is the case `E = ℝ`, whose dimension is 1. The theorem writes the scaled density out as `l * n (l * x)`, so it can be read without the definition of `scale`.

```lean
/-- On the line, an admissible density and `l > 0` satisfy `S[n_l] = S[n] - N log l`
with `n_l(x) = l n(l x)`. -/
theorem entropy_scale_line {l : ℝ} (hl : 0 < l) {n : ℝ → ℝ} (hn : IsDensity n) :
    entropy (fun x => l * n (l * x)) = entropy n - number n * Real.log l := by
  have e : scale l n = fun x => l * n (l * x) := by
    funext x
    simp [scale]
  rw [← e, entropy_scale hl hn, Module.finrank_self, Nat.cast_one, one_mul]
```

## Rate of change and the scale factor for a given entropy

The derivative is taken at a positive `l`. The scaling law replaces the entropy by an explicit function of the scale factor `t` only for positive `t`, but these values include a neighbourhood of `l`, which is enough for a derivative.

```lean
/-- For an admissible density in `d` dimensions, the entropy of the scaled density
changes with the scale factor at the rate `-d N / l` at every `l > 0`. -/
theorem hasDerivAt_entropy_scale {l : ℝ} (hl : 0 < l) {n : E → ℝ} (hn : IsDensity n) :
    HasDerivAt (fun t => entropy (scale t n)) (-(finrank ℝ E * number n / l)) l := by
  have h := ((Real.hasDerivAt_log hl.ne').const_mul
    (finrank ℝ E * number n)).const_sub (entropy n)
  rw [← div_eq_mul_inv] at h
  -- the scaling law holds at all scale factors near `l`
  refine h.congr_of_eventuallyEq ?_
  filter_upwards [Ioi_mem_nhds hl] with t ht using entropy_scale ht hn
```

For the inverse problem, `Nontrivial E` excludes dimension zero and `hN` excludes $N=0$; in either case scaling would leave the entropy unchanged. Existence is checked by inserting the exponential formula into the law. For uniqueness, the law determines `Real.log t`, and exponentiating recovers `t`.

```lean
/-- In a space of nonzero dimension, an admissible density with `N > 0` can be scaled to
any prescribed real entropy `s`, by exactly one positive scale factor. -/
theorem existsUnique_scale_entropy [Nontrivial E] {n : E → ℝ} (hn : IsDensity n)
    (hN : 0 < number n) (s : ℝ) :
    ∃! l : ℝ, 0 < l ∧ entropy (scale l n) = s := by
  have hd : (0 : ℝ) < finrank ℝ E := Nat.cast_pos.2 Module.finrank_pos
  have hc : (finrank ℝ E : ℝ) * number n ≠ 0 := (mul_pos hd hN).ne'
  refine ⟨Real.exp ((entropy n - s) / (finrank ℝ E * number n)),
    ⟨Real.exp_pos _, ?_⟩, ?_⟩
  · rw [entropy_scale (Real.exp_pos _) hn, Real.log_exp, ← mul_div_assoc,
      mul_div_cancel_left₀ _ hc]
    ring
  · -- the scaling law fixes the logarithm of the scale factor
    rintro t ⟨ht, hs⟩
    rw [entropy_scale ht hn] at hs
    have hlog : Real.log t = (entropy n - s) / (finrank ℝ E * number n) := by
      rw [eq_div_iff hc]
      linarith
    rw [← hlog, Real.exp_log ht]
```

## The unit box

A concrete density shows that the hypotheses can be met. The box equals 1 on $[0,1]$ and 0 elsewhere.

```lean
/-- The box density on the line: one on the interval from 0 to 1, zero elsewhere. -/
def box : ℝ → ℝ := Set.indicator (Set.Icc 0 1) (fun _ => (1 : ℝ))
```

Its entropy integrand is zero everywhere, since $1\log 1=0$ inside and the density vanishes outside. Hence $N=1$ and $S=0$, and the line theorem gives $-\log l$ for the scaled box, which has height $l$ and width $1/l$. The entropy is negative as soon as $l>1$: unlike the entropy of a discrete distribution, that of a continuous density has no lower bound at zero.

```lean
/-- The box density is admissible, and for every `l > 0` its scaled form has
entropy `-log l`. -/
theorem box_witness :
    IsDensity box ∧
      ∀ l : ℝ, 0 < l → entropy (fun x => l * box (l * x)) = -Real.log l := by
  -- the entropy integrand vanishes both inside and outside the box
  have h0 : ∀ x, box x * Real.log (box x) = 0 := by
    intro x
    by_cases hx : x ∈ Set.Icc (0 : ℝ) 1
    · simp [box, Set.indicator_of_mem hx]
    · simp [box, Set.indicator_of_notMem hx]
  have hb : IsDensity box :=
    { nonneg := fun x => Set.indicator_nonneg (fun _ _ => zero_le_one) x
      integrable :=
        (continuous_const.integrableOn_Icc).integrable_indicator measurableSet_Icc
      integrable_log := by
        rw [funext h0]
        exact integrable_zero _ _ _ }
  have hN : number box = 1 := by
    unfold number box
    rw [integral_indicator measurableSet_Icc]
    simp
  have hS : entropy box = 0 := by
    unfold entropy
    rw [funext h0]
    simp
  refine ⟨hb, fun l hl => ?_⟩
  rw [entropy_scale_line hl hb, hN, hS]
  ring

end

end EntropyScaling
```

```lean
#print axioms EntropyScaling.isDensity_scale
-- 'EntropyScaling.isDensity_scale' depends on axioms: [propext, Classical.choice, Quot.sound]
#print axioms EntropyScaling.entropy_scale_line
-- 'EntropyScaling.entropy_scale_line' depends on axioms: [propext, Classical.choice, Quot.sound]
#print axioms EntropyScaling.hasDerivAt_entropy_scale
-- 'EntropyScaling.hasDerivAt_entropy_scale' depends on axioms: [propext, Classical.choice, Quot.sound]
#print axioms EntropyScaling.existsUnique_scale_entropy
-- 'EntropyScaling.existsUnique_scale_entropy' depends on axioms: [propext, Classical.choice, Quot.sound]
```
